# The orbital rotation generated by X = U diag(θ) Vᵀ, written in cosines and sines, for U and V with orthonormal columns

Take one occupied and one virtual orbital, real and orthonormal, and mix them with a single parameter $\theta$. The generator is

$$K=\begin{pmatrix}0&-\theta\\ \theta&0\end{pmatrix}=\theta J,\qquad J=\begin{pmatrix}0&-1\\1&0\end{pmatrix},\qquad J^2=-1 .$$

Since $J$ squares to $-1$, it behaves like the imaginary unit. The exponential series splits into even and odd powers, and

$$e^{K}=\cos\theta\;1+\sin\theta\;J=\begin{pmatrix}\cos\theta&-\sin\theta\\ \sin\theta&\cos\theta\end{pmatrix}.$$

With many real orthonormal orbitals, the virtual–occupied block $X$ can couple every occupied orbital to every virtual one. If it is factorized as $X=U\,\mathrm{diag}(\theta_i)\,V^T$, where $U$ and $V$ have orthonormal columns, the problem falls apart into independent planes, each of which repeats this small calculation, while orbitals orthogonal to all these planes stay fixed.

## Orbital spaces and the generator

In Lean 4 with Mathlib:

```lean
import Mathlib

open Matrix

namespace PrincipalAngleRotation

noncomputable section

variable {n m k : Type*} [Fintype n] [Fintype m] [Fintype k]
  [DecidableEq n] [DecidableEq m] [DecidableEq k]
```

The letters `n`, `m` and `k` are finite index sets, not numbers. They label the occupied orbitals, the virtual orbitals and the angles. The three sets may have different sizes.

```lean
/-- The antisymmetric generator of an orbital rotation, with virtual-occupied block `X`. -/
def orbitalGenerator (X : Matrix m n ℝ) : Matrix (n ⊕ m) (n ⊕ m) ℝ :=
  fromBlocks 0 (-Xᵀ) X 0
```

`Matrix m n ℝ` is a real matrix with rows labelled by `m` and columns by `n`, so $X$ has one row per virtual and one column per occupied orbital. The set `n ⊕ m` lists the occupied orbitals first, then the virtual ones, and `fromBlocks` fills in the four blocks row by row:

$$K(X)=\begin{pmatrix}0&-X^T\\X&0\end{pmatrix}.$$

This fixes the sign convention. There are no occupied–occupied or virtual–virtual parameters.

## One complex number per plane

```lean
/-- One complex number `z i` for each pair (column `i` of `V`, column `i` of `U`): its real part
scales the pair, its imaginary part mixes the occupied with the virtual member. -/
def planeMap (V : Matrix n k ℝ) (U : Matrix m k ℝ) (z : k → ℂ) :
    Matrix (n ⊕ m) (n ⊕ m) ℝ :=
  fromBlocks (V * diagonal (fun i => (z i).re) * Vᵀ) (-(V * diagonal (fun i => (z i).im) * Uᵀ))
    (U * diagonal (fun i => (z i).im) * Vᵀ) (U * diagonal (fun i => (z i).re) * Uᵀ)
```

Column $i$ of $V$ is a combination $v_i$ of occupied orbitals, and column $i$ of $U$ is a combination $u_i$ of virtual orbitals. Together they form a principal pair. Write $z_i=a_i+I\,b_i$, with $I$ the imaginary unit, and let $a$ and $b$ also stand for the diagonal matrices of these numbers. Then `planeMap V U z` is

$$P(z)=\begin{pmatrix}V a V^T&-V b U^T\\ U b V^T&U a U^T\end{pmatrix}.$$

For a single pair with $U=V=(1)$ this is $a\,1+b\,J$, the matrix form of a complex number.

```lean
/-- Two diagonal factors joined through orthonormal orbitals `W` multiply entry by entry. -/
theorem diagonal_sandwich {a b p : Type*} [Fintype p] {W : Matrix p k ℝ} (hW : Wᵀ * W = 1)
    (A : Matrix a k ℝ) (B : Matrix b k ℝ) (f g : k → ℝ) :
    A * diagonal f * Wᵀ * (W * diagonal g * Bᵀ) = A * diagonal (fun i => f i * g i) * Bᵀ := by
  calc A * diagonal f * Wᵀ * (W * diagonal g * Bᵀ)
      = A * diagonal f * (Wᵀ * W) * diagonal g * Bᵀ := by simp only [Matrix.mul_assoc]
    _ = A * diagonal (fun i => f i * g i) * Bᵀ := by
      rw [hW, Matrix.mul_one, Matrix.mul_assoc A, diagonal_mul_diagonal]
```

In the theorems here, the hypotheses come before the first colon that stands outside all brackets, the claim after it, and the proof after `:=`. Here `hW` says $W^TW=1$, and the claim is

$$(A f W^T)(W g B^T)=A f\,(W^TW)\,g B^T=A\,(fg)\,B^T$$

for diagonal $f$ and $g$. The `calc` block has the same two steps: regroup the product, then use `hW`.

```lean
omit [DecidableEq n] [DecidableEq m] in
/-- For orthonormal principal orbitals, successive actions on the planes multiply like
complex numbers. -/
theorem planeMap_mul {V : Matrix n k ℝ} {U : Matrix m k ℝ} (hV : Vᵀ * V = 1) (hU : Uᵀ * U = 1)
    (z w : k → ℂ) :
    planeMap V U z * planeMap V U w = planeMap V U (fun i => z i * w i) := by
  have hre : diagonal (fun i => (z i * w i).re) =
      diagonal (fun i => (z i).re * (w i).re) - diagonal (fun i => (z i).im * (w i).im) := by
    rw [diagonal_sub]
    simp only [Complex.mul_re]
  have him : diagonal (fun i => (z i * w i).im) =
      diagonal (fun i => (z i).re * (w i).im) + diagonal (fun i => (z i).im * (w i).re) := by
    rw [diagonal_add]
    simp only [Complex.mul_im]
  unfold planeMap
  rw [fromBlocks_multiply, hre, him]
  simp only [Matrix.neg_mul, Matrix.mul_neg,
    diagonal_sandwich hV V V, diagonal_sandwich hV V U, diagonal_sandwich hV U V,
    diagonal_sandwich hV U U, diagonal_sandwich hU V V, diagonal_sandwich hU V U,
    diagonal_sandwich hU U V, diagonal_sandwich hU U U,
    Matrix.mul_sub, Matrix.sub_mul, Matrix.mul_add, Matrix.add_mul]
  congr 1 <;> abel
```

The hypotheses `hV` and `hU` say that the columns of $V$ and of $U$ are orthonormal. The claim is $P(z)P(w)=P(zw)$, with the product $zw$ taken entry by entry. By hand, let $w_i=a'_i+I\,b'_i$ and multiply the blocks:

- upper left: $VaV^TVa'V^T-VbU^TUb'V^T=V(aa'-bb')V^T$;
- upper right: $-V(ab'+ba')U^T$;
- lower left: $U(ba'+ab')V^T$;
- lower right: $U(aa'-bb')U^T$.

These are the real and imaginary parts of $zw$. In the proof, `hre` and `him` state these parts, the eight uses of `diagonal_sandwich` evaluate the eight block products, and `abel` reorders the sums.

## The exponential series

```lean
/-- The matrix exponential acts on each principal plane as the complex exponential, and as the
identity on the orthogonal complement of these planes. -/
theorem exp_planeMap {V : Matrix n k ℝ} {U : Matrix m k ℝ} (hV : Vᵀ * V = 1) (hU : Uᵀ * U = 1)
    (z : k → ℂ) :
    NormedSpace.exp (planeMap V U z) = 1 + planeMap V U (fun i => Complex.exp (z i) - 1) := by
  -- `planeMap` is additive, real-homogeneous and continuous
  have hadd (x y : k → ℂ) :
      planeMap V U (fun i => x i + y i) = planeMap V U x + planeMap V U y := by
    simp only [planeMap, Complex.add_re, Complex.add_im, ← diagonal_add, Matrix.mul_add,
      Matrix.add_mul, fromBlocks_add, neg_add]
  have hsmul (r : ℝ) (x : k → ℂ) :
      planeMap V U (fun i => (r : ℂ) * x i) = r • planeMap V U x := by
    have e (f : k → ℝ) : diagonal (fun i => r * f i) = r • diagonal f := diagonal_smul r f
    simp only [planeMap, Complex.re_ofReal_mul, Complex.im_ofReal_mul, e, Matrix.mul_smul,
      Matrix.smul_mul, fromBlocks_smul, smul_neg]
  have hcont : Continuous (planeMap V U) := by
    have hre : Continuous (fun x : k → ℂ => fun i => (x i).re) := by fun_prop
    have him : Continuous (fun x : k → ℂ => fun i => (x i).im) := by fun_prop
    exact Continuous.matrix_fromBlocks
      ((continuous_const.matrix_mul hre.matrix_diagonal).matrix_mul continuous_const)
      ((continuous_const.matrix_mul him.matrix_diagonal).matrix_mul continuous_const).neg
      ((continuous_const.matrix_mul him.matrix_diagonal).matrix_mul continuous_const)
      ((continuous_const.matrix_mul hre.matrix_diagonal).matrix_mul continuous_const)
  have hpow (j : ℕ) : planeMap V U z ^ (j + 1) = planeMap V U (fun i => z i ^ (j + 1)) := by
    induction j with
    | zero => simp
    | succ j ih =>
      rw [pow_succ, ih, planeMap_mul hV hU]
      simp only [← pow_succ]
  -- only the zeroth term of the series sees the complement of the planes
  have hterm (j : ℕ) : ((j.factorial : ℝ)⁻¹) • planeMap V U z ^ j =
      planeMap V U (fun i => z i ^ j / (j.factorial : ℂ)) +
        if j = 0 then 1 - planeMap V U (fun _ => 1) else 0 := by
    cases j with
    | zero => simp
    | succ j =>
      rw [hpow, ← hsmul, if_neg (Nat.succ_ne_zero j), add_zero]
      congr 1
      funext i
      simp only [Complex.ofReal_inv, Complex.ofReal_natCast, div_eq_inv_mul]
  have hz : HasSum (fun j : ℕ => fun i => z i ^ j / (j.factorial : ℂ))
      (fun i => Complex.exp (z i)) := by
    refine Pi.hasSum.mpr fun i => ?_
    rw [Complex.exp_eq_exp_ℂ]
    exact NormedSpace.expSeries_div_hasSum_exp (z i)
  have hmap : HasSum (fun j : ℕ => planeMap V U (fun i => z i ^ j / (j.factorial : ℂ)))
      (planeMap V U (fun i => Complex.exp (z i))) :=
    hz.map (AddMonoidHom.mk' (planeMap V U) hadd) hcont
  have hsum := hmap.add (hasSum_ite_eq (0 : ℕ) (1 - planeMap V U (fun _ => 1)))
  have hsplit := hadd (fun i => Complex.exp (z i) - 1) (fun _ => 1)
  simp only [sub_add_cancel] at hsplit
  rw [NormedSpace.exp_eq_tsum ℝ]
  refine ((tsum_congr hterm).trans hsum.tsum_eq).trans ?_
  rw [hsplit]
  abel
```

The claim, again for $U$ and $V$ with orthonormal columns, is $e^{P(z)}=1+P(e^z-1)$, where $e^z$ has entries $e^{z_i}$. The previous theorem gives $P(z)^j=P(z^j)$ for $j\ge1$. For $j=0$ this can fail: $P(1)$ projects onto the span of the principal orbitals, whereas $P(z)^0$ is the full identity. The zeroth term is therefore kept apart:

$$e^{P(z)}=1+\sum_{j\ge1}\frac{P(z)^j}{j!}=1+P\Big(\sum_{j\ge1}\frac{z^j}{j!}\Big)=1+P(e^z-1).$$

Moving $P$ outside the infinite sum needs linearity over the real numbers and continuity, which are `hadd`, `hsmul` and `hcont`. The powers are `hpow`. In `hterm`, the $j$-th term of the series is written as $P(z^j/j!)$, plus the correction $1-P(1)$ when $j=0$. `HasSum` means that a series converges to the stated value: `hz` says so for the complex exponential, and `hmap` carries it through $P$. The total is $P(e^z)+1-P(1)$, which is the claim.

## Cosines and sines

```lean
/-- The exponential of the orbital rotation generator with block `U diag(θ) Vᵀ`, in cosines and
sines of the `θ i`, when `U` and `V` have orthonormal columns. -/
theorem exp_orbitalGenerator {V : Matrix n k ℝ} {U : Matrix m k ℝ} (hV : Vᵀ * V = 1)
    (hU : Uᵀ * U = 1) (θ : k → ℝ) :
    NormedSpace.exp (orbitalGenerator (U * diagonal θ * Vᵀ)) =
      fromBlocks (1 + V * diagonal (fun i => Real.cos (θ i) - 1) * Vᵀ)
        (-(V * diagonal (fun i => Real.sin (θ i)) * Uᵀ))
        (U * diagonal (fun i => Real.sin (θ i)) * Vᵀ)
        (1 + U * diagonal (fun i => Real.cos (θ i) - 1) * Uᵀ) := by
  -- the generator multiplies each plane by the imaginary number `θ i * I`
  have hK : orbitalGenerator (U * diagonal θ * Vᵀ) =
      planeMap V U (fun i => (θ i : ℂ) * Complex.I) := by
    simp [orbitalGenerator, planeMap, Matrix.transpose_mul, Matrix.mul_assoc]
  rw [hK, exp_planeMap hV hU, ← fromBlocks_one, planeMap, fromBlocks_add]
  simp only [Complex.sub_re, Complex.sub_im, Complex.exp_ofReal_mul_I_re,
    Complex.exp_ofReal_mul_I_im, Complex.one_re, Complex.one_im, sub_zero, zero_add]
```

This is the general result. With $c=\mathrm{diag}(\cos\theta_i)$ and $s=\mathrm{diag}(\sin\theta_i)$,

$$\exp\begin{pmatrix}0&-X^T\\X&0\end{pmatrix}=\begin{pmatrix}1+V(c-1)V^T&-VsU^T\\UsV^T&1+U(c-1)U^T\end{pmatrix}.$$

By hand, $X=U\,\mathrm{diag}(\theta_i)\,V^T$ gives $X^T=V\,\mathrm{diag}(\theta_i)\,U^T$, so the generator is $P(z)$ with $z_i=I\theta_i$; this is `hK`. Euler's formula gives $e^{I\theta_i}-1=(\cos\theta_i-1)+I\sin\theta_i$, and the previous theorem finishes the argument.

The factorization of $X$ is an input here. A singular value decomposition supplies one for any real $X$, with nonnegative $\theta_i$. The theorem accepts any real $\theta_i$; they are principal angles between the old and the new occupied space in the usual sense when they lie between $0$ and $\pi/2$.

```lean
/-- When the principal orbitals span the whole space, the diagonal block is `V c Vᵀ`. -/
theorem cos_block_of_complete {V : Matrix n n ℝ} (hV : Vᵀ * V = 1) (θ : n → ℝ) :
    1 + V * diagonal (fun i => Real.cos (θ i) - 1) * Vᵀ =
      V * diagonal (fun i => Real.cos (θ i)) * Vᵀ := by
  have hV' : V * Vᵀ = 1 := mul_eq_one_comm.mp hV
  rw [← diagonal_sub, diagonal_one, Matrix.mul_sub, Matrix.sub_mul, Matrix.mul_one, hV']
  abel
```

If $V$ is square, $V^TV=1$ also gives $VV^T=1$, which is `hV'`. Then

$$1+V(c-1)V^T=1+VcV^T-VV^T=VcV^T .$$

```lean
/-- With equally many occupied and virtual orbitals and orthogonal `U`, `V`, the rotation has
the blocks `V c Vᵀ`, `-V s Uᵀ`, `U s Vᵀ` and `U c Uᵀ`. -/
theorem exp_orbitalGenerator_square {U V : Matrix n n ℝ} (hV : Vᵀ * V = 1) (hU : Uᵀ * U = 1)
    (θ : n → ℝ) :
    NormedSpace.exp (orbitalGenerator (U * diagonal θ * Vᵀ)) =
      fromBlocks (V * diagonal (fun i => Real.cos (θ i)) * Vᵀ)
        (-(V * diagonal (fun i => Real.sin (θ i)) * Uᵀ))
        (U * diagonal (fun i => Real.sin (θ i)) * Vᵀ)
        (U * diagonal (fun i => Real.cos (θ i)) * Uᵀ) := by
  rw [exp_orbitalGenerator hV hU, cos_block_of_complete hV, cos_block_of_complete hU]
```

With equally many occupied orbitals, virtual orbitals and angles, both diagonal blocks simplify in this way:

$$\exp\begin{pmatrix}0&-X^T\\X&0\end{pmatrix}=\begin{pmatrix}VcV^T&-VsU^T\\UsV^T&UcU^T\end{pmatrix}.$$

The proof applies the general formula and then the simplification twice, once for $V$ and once for $U$.

## What happens to the orbitals

```lean
/-- Each principal pair of an occupied and a virtual orbital is turned within its own plane by
its angle `θ i`. -/
theorem exp_mul_principal_pairs {V : Matrix n k ℝ} {U : Matrix m k ℝ} (hV : Vᵀ * V = 1)
    (hU : Uᵀ * U = 1) (θ : k → ℝ) :
    NormedSpace.exp (orbitalGenerator (U * diagonal θ * Vᵀ)) * fromBlocks V 0 0 U =
      fromBlocks V 0 0 U *
        fromBlocks (diagonal fun i => Real.cos (θ i)) (-diagonal fun i => Real.sin (θ i))
          (diagonal fun i => Real.sin (θ i)) (diagonal fun i => Real.cos (θ i)) := by
  have hd : diagonal (fun i => Real.cos (θ i) - 1) =
      diagonal (fun i => Real.cos (θ i)) - (1 : Matrix k k ℝ) := by
    rw [← diagonal_one, diagonal_sub]
  rw [exp_orbitalGenerator hV hU, fromBlocks_multiply, fromBlocks_multiply, hd]
  simp only [Matrix.add_mul, Matrix.one_mul, Matrix.mul_assoc, hV, hU, Matrix.mul_one,
    Matrix.mul_zero, Matrix.zero_mul, zero_add, add_zero, Matrix.neg_mul, Matrix.mul_neg,
    Matrix.mul_sub, add_sub_cancel, neg_zero]
```

The matrix `fromBlocks V 0 0 U` has the principal orbitals as its columns, first the $v_i$ and then the $u_i$. Read column by column, the theorem says

$$v_i\mapsto\cos\theta_i\,v_i+\sin\theta_i\,u_i,\qquad u_i\mapsto-\sin\theta_i\,v_i+\cos\theta_i\,u_i .$$

To check it by hand, use $V^TV=1$ and $U^TU=1$:

$$(1+V(c-1)V^T)V=V+V(c-1)=Vc,\qquad (UsV^T)V=Us,$$

and likewise $-VsU^TU=-Vs$ and $(1+U(c-1)U^T)U=Uc$. The `simp only` step carries out these cancellations. Each pair thus undergoes the $2\times2$ rotation of the opening example.

```lean
/-- The rotated occupied orbital coefficients are `Co V c Vᵀ + Cv U s Vᵀ`, when every occupied
orbital takes part in a principal pair. -/
theorem rotated_occupied_orbitals {b : Type*} (Co : Matrix b n ℝ) (Cv : Matrix b m ℝ)
    {V : Matrix n n ℝ} {U : Matrix m n ℝ} (hV : Vᵀ * V = 1) (hU : Uᵀ * U = 1) (θ : n → ℝ) :
    (fromCols Co Cv * NormedSpace.exp (orbitalGenerator (U * diagonal θ * Vᵀ))).toCols₁ =
      Co * (V * diagonal (fun i => Real.cos (θ i)) * Vᵀ) +
        Cv * (U * diagonal (fun i => Real.sin (θ i)) * Vᵀ) := by
  rw [exp_orbitalGenerator hV hU, cos_block_of_complete hV, fromCols_mul_fromBlocks,
    toCols₁_fromCols]
```

Let $C_o$ and $C_v$ hold the occupied and virtual orbital coefficients, with rows labelled by basis functions `b`. `fromCols Co Cv` sets them side by side, and `toCols₁` picks out the occupied columns after the rotation:

$$C_o'=C_o\,VcV^T+C_v\,UsV^T .$$

By hand, this is the row $(C_o\;\;C_v)$ times the first block column of the exponential. Here $V$ is square and orthogonal, and $U$ has one column per occupied orbital. The columns of $U$ are orthonormal, so there must be at least as many virtual as occupied orbitals. The coefficients themselves may be arbitrary; if they are orthonormal in the overlap metric, the rotation keeps them so.

In self-consistent-field minimization, once a given step $X$ has been factorized in this way, the formula carries it out for real orbitals in a finite basis without a general matrix exponential. It does not say which step lowers the energy or whether the iteration converges.

## One occupied and two virtual orbitals

```lean
/-- One occupied and two virtual orbitals: `V = (1)` and the column `U = (3/5, 4/5)` have
orthonormal columns. -/
theorem orthonormal_columns_witness :
    (1 : Matrix (Fin 1) (Fin 1) ℝ)ᵀ * (1 : Matrix (Fin 1) (Fin 1) ℝ) = 1 ∧
      (!![3 / 5; 4 / 5] : Matrix (Fin 2) (Fin 1) ℝ)ᵀ *
        (!![3 / 5; 4 / 5] : Matrix (Fin 2) (Fin 1) ℝ) = 1 := by
  refine ⟨by rw [Matrix.transpose_one, Matrix.mul_one], ?_⟩
  ext i j
  fin_cases i
  fin_cases j
  norm_num [Matrix.mul_apply, Fin.sum_univ_succ]

end

end PrincipalAngleRotation
```

The theorem checks that $V=(1)$ and $U=(3/5,\,4/5)^T$ have orthonormal columns; for $U$ this is $9/25+16/25=1$. The hypotheses of the general formula are therefore satisfied in a case where $U$ is not square.

Call the occupied orbital $\varphi_o$ and the virtual ones $\varphi_1$ and $\varphi_2$. For a single angle $\theta$ the general formula gives

$$\varphi_o\mapsto\cos\theta\,\varphi_o+\sin\theta\left(\tfrac35\varphi_1+\tfrac45\varphi_2\right).$$

The other virtual combination, $-\tfrac45\varphi_1+\tfrac35\varphi_2$, is orthogonal to the column of $U$ and stays where it is. That is the work of the $1$ in the block $1+U(c-1)U^T$: with $UcU^T$ alone, this orbital would be sent to zero.

```lean
#print axioms PrincipalAngleRotation.exp_orbitalGenerator
#print axioms PrincipalAngleRotation.exp_orbitalGenerator_square
#print axioms PrincipalAngleRotation.exp_mul_principal_pairs
#print axioms PrincipalAngleRotation.rotated_occupied_orbitals
```

```
'PrincipalAngleRotation.exp_orbitalGenerator' depends on axioms: [propext, Classical.choice, Quot.sound]
'PrincipalAngleRotation.exp_orbitalGenerator_square' depends on axioms: [propext, Classical.choice, Quot.sound]
'PrincipalAngleRotation.exp_mul_principal_pairs' depends on axioms: [propext, Classical.choice, Quot.sound]
'PrincipalAngleRotation.rotated_occupied_orbitals' depends on axioms: [propext, Classical.choice, Quot.sound]
```
